# In a finite basis, the OPW error of a core-orthogonal orbital is the smallest plane-wave error among its pseudo-orbitals

Let $\psi$ be orthogonal to finitely many orthonormal core orbitals. Its distance to the space of orthogonalized plane waves (OPWs) built from a finite-dimensional space $U$ is the minimum, over all core combinations $d$, of the distance from the pseudo-orbital $\psi+d$ to $U$.

In Lean 4 with Mathlib:

```lean
import Mathlib

open Asymptotics Filter

namespace OrthogonalizedPlaneWaves

noncomputable section

variable {E ι : Type*} [NormedAddCommGroup E] [InnerProductSpace ℂ E] [Fintype ι]

/-- The core operator `P x = ∑ ⟨c i, x⟩ c i` built from the core orbitals `c i`. -/
def coreProj (c : ι → E) : E →ₗ[ℂ] E where
  toFun x := ∑ i, inner ℂ (c i) x • c i
  map_add' x y := by simp [add_smul, Finset.sum_add_distrib]
  map_smul' a x := by simp [mul_smul, Finset.smul_sum]

/-- The space `(1 - P) U` of all `u - P u` with `u ∈ U`. For orthonormal cores, these are the
elements of `U` orthogonalized to the cores. -/
def opwSpace (c : ι → E) (U : Submodule ℂ E) : Submodule ℂ E :=
  U.map (LinearMap.id - coreProj c)

/-- The core operator maps every orbital to a combination of core orbitals. -/
theorem coreProj_mem (c : ι → E) (x : E) :
    coreProj c x ∈ Submodule.span ℂ (Set.range c) :=
  Submodule.sum_mem _ fun i _ =>
    Submodule.smul_mem _ _ (Submodule.subset_span ⟨i, rfl⟩)

/-- For orthonormal cores, `P` leaves every combination of core orbitals unchanged. -/
theorem coreProj_of_mem {c : ι → E} (hc : Orthonormal ℂ c) {d : E}
    (hd : d ∈ Submodule.span ℂ (Set.range c)) : coreProj c d = d := by
  classical
  induction hd using Submodule.span_induction with
  | mem x hx =>
    obtain ⟨i, rfl⟩ := hx
    change ∑ j, inner ℂ (c j) (c i) • c j = c i
    simp [orthonormal_iff_ite.mp hc]
  | zero => exact map_zero _
  | add x y _ _ hx hy => rw [map_add, hx, hy]
  | smul a x _ hx => rw [map_smul, hx]

/-- For orthonormal cores, the squared norm of an orbital is the sum of the squared norms
of its core part `P x` and its valence part `x - P x`. -/
theorem norm_sq_split {c : ι → E} (hc : Orthonormal ℂ c) (x : E) :
    ‖x‖ ^ 2 = ‖coreProj c x‖ ^ 2 + ‖x - coreProj c x‖ ^ 2 := by
  -- the valence part is orthogonal to each core
  have hi : ∀ i, inner ℂ (c i) (x - coreProj c x) = 0 := fun i => by
    have h : inner ℂ (c i) (coreProj c x) = inner ℂ (c i) x :=
      hc.inner_right_fintype (fun j => inner ℂ (c j) x) i
    rw [inner_sub_right, h, sub_self]
  have h0 : inner ℂ (coreProj c x) (x - coreProj c x) = 0 := by
    change inner ℂ (∑ i, inner ℂ (c i) x • c i) (x - coreProj c x) = 0
    rw [sum_inner]
    exact Finset.sum_eq_zero fun i _ => by rw [inner_smul_left, hi, mul_zero]
  have h := norm_add_sq_eq_norm_sq_add_norm_sq_of_inner_eq_zero _ _ h0
  rw [add_sub_cancel] at h
  linear_combination h

/-- In a finite-dimensional space `U` there is a `u` for which `u - P u` is a best approximation to
`ψ` from `(1 - P) U`. The family `c` need not be orthonormal. -/
theorem exists_best_opw (c : ι → E) (U : Submodule ℂ E) [FiniteDimensional ℂ U] (ψ : E) :
    ∃ u ∈ U, ‖ψ - (u - coreProj c u)‖ = Metric.infDist ψ (opwSpace c U : Set E) := by
  have hfin : FiniteDimensional ℂ (opwSpace c U) := by
    unfold opwSpace
    infer_instance
  obtain ⟨w, hw, horth⟩ :=
    (inferInstance : (opwSpace c U).HasOrthogonalProjection).exists_orthogonal ψ
  obtain ⟨u, hu, huw⟩ : ∃ u ∈ U, u - coreProj c u = w := Submodule.mem_map.1 hw
  refine ⟨u, hu, ?_⟩
  rw [huw]
  refine le_antisymm ((Metric.le_infDist ⟨w, hw⟩).2 fun v hv => ?_) ?_
  · -- the residual is orthogonal to the OPW space, so no other OPW is closer
    have h0 := (Submodule.mem_orthogonal _ _).1 horth (w - v) (Submodule.sub_mem _ hw hv)
    have h := norm_add_sq_eq_norm_sq_add_norm_sq_of_inner_eq_zero _ _ h0
    have e : w - v + (ψ - w) = ψ - v := by abel
    rw [e] at h
    rw [dist_eq_norm]
    by_contra hlt
    have hlt' := not_le.mp hlt
    nlinarith [norm_nonneg (ψ - v), norm_nonneg (ψ - w), mul_self_nonneg ‖w - v‖]
  · rw [← dist_eq_norm]
    exact Metric.infDist_le_dist_of_mem hw

/-- For orthonormal cores and `P ψ = 0`, the OPW error of `ψ` is at most the plane-wave error
of any pseudo-orbital `ψ + d`, where `d` is a combination of cores. -/
theorem opw_error_le {c : ι → E} (hc : Orthonormal ℂ c) {U : Submodule ℂ E} {ψ d : E}
    (hψ : coreProj c ψ = 0) (hd : d ∈ Submodule.span ℂ (Set.range c)) :
    Metric.infDist ψ (opwSpace c U : Set E) ≤ Metric.infDist (ψ + d) (U : Set E) := by
  refine (Metric.le_infDist ⟨0, U.zero_mem⟩).2 fun u hu => ?_
  have hmem : u - coreProj c u ∈ opwSpace c U := Submodule.mem_map.2 ⟨u, hu, rfl⟩
  refine (Metric.infDist_le_dist_of_mem hmem).trans ?_
  -- removing the core part of the pseudo-orbital's residual gives the OPW residual
  have h := norm_sq_split hc (ψ + d - u)
  have e : ψ + d - u - coreProj c (ψ + d - u) = ψ - (u - coreProj c u) := by
    rw [map_sub, map_add, hψ, coreProj_of_mem hc hd]
    abel
  rw [e] at h
  rw [dist_eq_norm, dist_eq_norm]
  by_contra hlt
  have hlt' := not_le.mp hlt
  nlinarith [norm_nonneg (ψ + d - u), norm_nonneg (ψ - (u - coreProj c u)),
    sq_nonneg ‖coreProj c (ψ + d - u)‖]

/-- For orthonormal cores, a finite-dimensional plane-wave space `U` and `P ψ = 0`, the OPW
error of `ψ` is the minimum, over core combinations `d`, of the plane-wave error of `ψ + d`. -/
theorem opw_error_isLeast {c : ι → E} (hc : Orthonormal ℂ c) (U : Submodule ℂ E)
    [FiniteDimensional ℂ U] {ψ : E} (hψ : coreProj c ψ = 0) :
    IsLeast ((fun d => Metric.infDist (ψ + d) (U : Set E)) ''
        (Submodule.span ℂ (Set.range c) : Set E))
      (Metric.infDist ψ (opwSpace c U : Set E)) := by
  obtain ⟨u, hu, hbest⟩ := exists_best_opw c U ψ
  -- the core part of the best plane-wave combination gives the optimal pseudo-orbital
  refine ⟨⟨coreProj c u, coreProj_mem c u,
    le_antisymm ?_ (opw_error_le hc hψ (coreProj_mem c u))⟩, ?_⟩
  · calc Metric.infDist (ψ + coreProj c u) (U : Set E)
        ≤ dist (ψ + coreProj c u) u := Metric.infDist_le_dist_of_mem hu
      _ = Metric.infDist ψ (opwSpace c U : Set E) := by
        rw [← hbest, dist_eq_norm]
        congr 1
        abel
  · rintro _ ⟨d, hd, rfl⟩
    exact opw_error_le hc hψ hd

/-- For orthonormal cores and `P ψ = 0`, if the plane-wave error of one pseudo-orbital `ψ + d`
is `O(g)` along a sequence of plane-wave spaces, then so is the OPW error of `ψ`. -/
theorem opw_convergence_rate {c : ι → E} (hc : Orthonormal ℂ c) (U : ℕ → Submodule ℂ E)
    {ψ d : E} (hψ : coreProj c ψ = 0) (hd : d ∈ Submodule.span ℂ (Set.range c)) {g : ℕ → ℝ}
    (hg : (fun n => Metric.infDist (ψ + d) (U n : Set E)) =O[atTop] g) :
    (fun n => Metric.infDist ψ (opwSpace c (U n) : Set E)) =O[atTop] g := by
  refine IsBigO.trans (isBigO_of_le _ fun n => ?_) hg
  rw [Real.norm_of_nonneg Metric.infDist_nonneg, Real.norm_of_nonneg Metric.infDist_nonneg]
  exact opw_error_le hc hψ hd


/-- For orthonormal cores and `P ψ = 0`, the orbital `ψ` is exactly a combination of OPWs
if and only if some pseudo-orbital `ψ + d`, with `d` in the core span, lies in `U`. -/
theorem mem_opwSpace_iff {c : ι → E} (hc : Orthonormal ℂ c) (U : Submodule ℂ E) {ψ : E}
    (hψ : coreProj c ψ = 0) :
    ψ ∈ opwSpace c U ↔ ∃ d ∈ Submodule.span ℂ (Set.range c), ψ + d ∈ U := by
  constructor
  · intro h
    obtain ⟨u, hu, huψ⟩ : ∃ u ∈ U, u - coreProj c u = ψ := Submodule.mem_map.1 h
    refine ⟨coreProj c u, coreProj_mem c u, ?_⟩
    rw [← huψ, sub_add_cancel]
    exact hu
  · rintro ⟨d, hd, hU⟩
    have e : ψ + d - coreProj c (ψ + d) = ψ := by
      rw [map_add, hψ, coreProj_of_mem hc hd, zero_add, add_sub_cancel_right]
    exact Submodule.mem_map.2 ⟨ψ + d, hU, e⟩

/-- For orthonormal cores, `ψ ≠ 0` with `P ψ = 0` and a nonzero core combination `d`, the single
basis function `ψ + d` represents `ψ` exactly after orthogonalization, but not before. -/
theorem opw_exact_plane_wave_not {c : ι → E} (hc : Orthonormal ℂ c) {ψ d : E}
    (hψ : coreProj c ψ = 0) (hψ0 : ψ ≠ 0)
    (hd : d ∈ Submodule.span ℂ (Set.range c)) (hd0 : d ≠ 0) :
    ψ ∈ opwSpace c (Submodule.span ℂ {ψ + d}) ∧ ψ ∉ Submodule.span ℂ {ψ + d} := by
  refine ⟨(mem_opwSpace_iff hc _ hψ).2 ⟨d, hd, Submodule.mem_span_singleton_self _⟩, ?_⟩
  intro h
  obtain ⟨a, ha⟩ := Submodule.mem_span_singleton.1 h
  -- the core part of `a (ψ + d) = ψ` forces `a = 0`
  have h1 := congrArg (coreProj c) ha
  rw [map_smul, map_add, hψ, coreProj_of_mem hc hd, zero_add] at h1
  have ha0 : a = 0 := (smul_eq_zero.1 h1).resolve_right hd0
  rw [ha0, zero_smul] at ha
  exact hψ0 ha.symm

end

end OrthogonalizedPlaneWaves
```

```lean
#print axioms OrthogonalizedPlaneWaves.opw_error_isLeast
#print axioms OrthogonalizedPlaneWaves.opw_convergence_rate
#print axioms OrthogonalizedPlaneWaves.opw_exact_plane_wave_not
```

```
'OrthogonalizedPlaneWaves.opw_error_isLeast' depends on axioms: [propext, Classical.choice, Quot.sound]
'OrthogonalizedPlaneWaves.opw_convergence_rate' depends on axioms: [propext, Classical.choice, Quot.sound]
'OrthogonalizedPlaneWaves.opw_exact_plane_wave_not' depends on axioms: [propext, Classical.choice, Quot.sound]
```

## Orbitals, cores and errors in the code

The orbitals live in a complex inner-product space `E`, which need not be complete. The cores are a finite family $c_i$, and `coreProj c` is the operator
$$Px=\sum_i\langle c_i,x\rangle\,c_i,$$
with the inner product linear in its second slot. The hypothesis `Orthonormal ℂ c` makes $P$ the orthogonal projection onto the core span. For such cores, the condition `coreProj c ψ = 0` says that $\psi$ is orthogonal to every core, as a valence orbital is; nothing else about valence orbitals is assumed.

`opwSpace c U` is $(1-P)U$, the set of all $u-Pu$ with $u\in U$. The error of an approximation is `Metric.infDist`, the infimum of the norm distance to the space. In `opw_error_isLeast`, `IsLeast` says two things: the OPW error is a lower bound for the errors of all pseudo-orbitals $\psi+d$, and some $d$ attains it.

Nothing in the file requires the elements of $U$ to be plane waves; any subspace will do, provided that it is finite-dimensional where a best approximation or a minimum is claimed. There is no Hamiltonian, so the statement concerns errors in norm and not in energy. Norm conservation is not imposed on $\psi+d$ either. For electronic structure, the result means that, for orthonormal cores and $P\psi=0$, a finite OPW basis approximates $\psi$ in norm as well as $U$ approximates the best pseudo-orbital. This is an advantage over using $U$ directly when some core combination $d$ cancels much of the rapid variation of $\psi$ near the nuclei; the theorem does not show that such a $d$ exists.

## Removing the core part of a residual

Orthonormality gives $Pc_i=c_i$, hence $Pd=d$ for every core combination $d$; `coreProj_of_mem` proves this by induction over the span. It also gives $\langle c_i,x-Px\rangle=0$ for each $i$. Since $Px$ is a combination of cores, it is orthogonal to $x-Px$, and Pythagoras yields `norm_sq_split`:
$$\|x\|^2=\|Px\|^2+\|x-Px\|^2 .$$

Now take $u\in U$ and a core combination $d$. With $P\psi=0$ and $Pd=d$,
$$(1-P)(\psi+d-u)=\psi+d-u-d+Pu=\psi-(u-Pu).$$
The right-hand side is the residual of an OPW approximation. By the norm splitting,
$$\|\psi-(u-Pu)\|\le\|\psi+d-u\| .$$
The left side is at least the OPW error, so taking the infimum over $u$ on the right gives `opw_error_le`. In the code, the equation `e` is the identity above, and `nlinarith` passes from squared norms to norms.

## The pseudo-orbital that attains the minimum

Because $U$ is finite-dimensional, so is $(1-P)U$, and $\psi$ has an orthogonal projection $w=u-Pu$ onto it. For any other OPW combination $v$, the vectors $w-v$ and $\psi-w$ are orthogonal, so Pythagoras gives $\|\psi-v\|\ge\|\psi-w\|$. This is `exists_best_opw`.

Choose $d=Pu$. Then
$$\psi+d-u=\psi-(u-Pu),$$
so the distance from $\psi+d$ to $U$ is at most the OPW error. The previous inequality gives the reverse, and the two are equal. The optimal $d$ may change with $U$.

## Rates and exact representation

If the plane-wave error of one fixed pseudo-orbital is $O(g)$ along a sequence of spaces $U_n$, `opw_convergence_rate` gives the same bound for the OPW error, directly from the inequality. The rate $g$ itself is an input.

`mem_opwSpace_iff` treats exact representation: $\psi\in(1-P)U$ if and only if some $\psi+d$ lies in $U$. In one direction $\psi=u-Pu$ gives $d=Pu$; in the other, $(1-P)(\psi+d)=\psi$.

`opw_exact_plane_wave_not` applies this to the single basis function $\psi+d$, with $\psi$ and $d$ nonzero. Orthogonalization turns it into $\psi$. Without orthogonalization, $a(\psi+d)=\psi$ would give $ad=0$ after applying $P$, so $a=0$ and $\psi=0$, a contradiction.

## An orbital with a core component

The minimum formula fails if $P\psi=0$ is dropped. Take one normalized core $c$, $\psi=c$ and any $U$. Every element $w$ of the OPW space is orthogonal to $c$, so $\|c-w\|^2=1+\|w\|^2$ and the OPW error is $1$, attained at $w=0$. The choice $d=-c$ gives $\psi+d=0$, which lies in $U$, so the minimum over pseudo-orbitals is $0$.
